# Fractional-spin error of LSDA exchange: for spin densities g n and (1 − g) n, the energy is highest at g = 1/2

## Radial spin densities and the exchange functional

All quantities are in atomic units. A density n is a real function of the distance r from the nucleus, so only spherically symmetric densities are considered. Spin is collinear: an electron density is described by an up part and a down part. The energy studied is the exchange part of the local spin-density approximation (LSDA), without correlation.

```lean
import Mathlib

open Real MeasureTheory Set

namespace FractionalSpinLSDA

noncomputable section
```

The functional needs one integral, in which the angular integration has already produced the factor 4πr²:

K[n] = ∫ 4π r² n(r)^(4/3) dr, over r > 0.

In Lean a density has type `ℝ → ℝ`, and K[n] is `slaterIntegral n`. The integration domain `Ioi (0 : ℝ)` is the open half-line r > 0, and the exponent 4/3 is a real power.

```lean
/-- The radial integral of `4 π r² n(r)^(4/3)` over `r > 0`. -/
def slaterIntegral (n : ℝ → ℝ) : ℝ :=
  ∫ r in Ioi (0 : ℝ), 4 * π * r ^ 2 * n r ^ (4 / 3 : ℝ)
```

The prefactor is

C = (3/2) (3/(4π))^(1/3).

This constant is put in as a definition. It comes from the exchange energy of the uniform electron gas, which the local approximation applies at each point with the local spin densities.

```lean
/-- The prefactor `(3/2) (3/(4π))^(1/3)` of local spin-density exchange, in atomic units. -/
def exchangeConst : ℝ := 3 / 2 * (3 / (4 * π)) ^ (1 / 3 : ℝ)
```

For arbitrary radial spin densities n↑ and n↓, the exchange energy is

Ex[n↑, n↓] = −C (K[n↑] + K[n↓]).

The two spins contribute separately, because exchange acts only between electrons of like spin.

```lean
/-- The LSDA exchange energy of radial spin densities `up` and `down`. -/
def lsdaExchange (up down : ℝ → ℝ) : ℝ :=
  -exchangeConst * (slaterIntegral up + slaterIntegral down)
```

Now fix a total density n and give a fraction g of it spin up and the remaining 1 − g spin down. The energy as a function of g is

E(g) = Ex[g n, (1 − g) n].

For a hydrogen atom without a magnetic field, the spin-up and spin-down ground states are degenerate, and a statistical mixture of them with weights g and 1 − g has exactly these spin densities. The values g = 0 and g = 1 are fully polarized, while g = 1/2 has equal spin populations. The definition inserts the split densities into the functional and leaves the dependence on g to be derived.

```lean
/-- The LSDA exchange energy when a fraction `g` of the density `n` has spin up and the
rest has spin down. -/
def fractionalSpinEnergy (n : ℝ → ℝ) (g : ℝ) : ℝ :=
  lsdaExchange (fun r => g * n r) (fun r => (1 - g) * n r)
```

That dependence will turn out to be carried by the spin factor

f(g) = g^(4/3) + (1 − g)^(4/3).

```lean
/-- The spin factor `g^(4/3) + (1-g)^(4/3)`. -/
def spinFactor (g : ℝ) : ℝ := g ^ (4 / 3 : ℝ) + (1 - g) ^ (4 / 3 : ℝ)
```

The concrete example is the hydrogen ground-state density, n(r) = exp(−2r)/π.

```lean
/-- The ground-state density `exp(-2r)/π` of the hydrogen atom, in atomic units. -/
def hydrogenDensity (r : ℝ) : ℝ := Real.exp (-2 * r) / π
```

## The spin fraction factors out of the energy

For g ≥ 0 and n(r) ≥ 0, the power of a product is the product of the powers:

(g n(r))^(4/3) = g^(4/3) n(r)^(4/3).

The first factor does not depend on r and can be taken out of the integral, so

K[g n] = g^(4/3) K[n].

The hypothesis `hn` asks for n(r) ≥ 0 only at r > 0, where the integral is taken. In the proof, `setIntegral_congr_fun` reduces the equality of integrals to equality of the integrands at each r > 0, and `Real.mul_rpow` splits the power there.

```lean
/-- Scaling a nonnegative density by `g ≥ 0` scales its 4/3-power integral by `g^(4/3)`. -/
theorem slaterIntegral_scale {n : ℝ → ℝ} (hn : ∀ r, 0 < r → 0 ≤ n r) {g : ℝ} (hg : 0 ≤ g) :
    slaterIntegral (fun r => g * n r) = g ^ (4 / 3 : ℝ) * slaterIntegral n := by
  unfold slaterIntegral
  rw [← integral_const_mul]
  refine setIntegral_congr_fun measurableSet_Ioi fun r hr => ?_
  have hr' : 0 ≤ n r := hn r hr
  simp only [Real.mul_rpow hg hr']
  ring
```

For 0 ≤ g ≤ 1 both g and 1 − g are nonnegative, so the scaling rule applies to each spin density:

E(g) = −C (g^(4/3) K[n] + (1 − g)^(4/3) K[n]) = −C K[n] f(g).

The Lean proof rewrites with the scaling lemma twice, once for each spin, and collects the terms with `ring`.

```lean
/-- For a nonnegative density and `0 ≤ g ≤ 1`, the LSDA exchange energy depends on the spin
fraction `g` only through the spin factor. -/
theorem fractionalSpinEnergy_eq {n : ℝ → ℝ} (hn : ∀ r, 0 < r → 0 ≤ n r) {g : ℝ}
    (h0 : 0 ≤ g) (h1 : g ≤ 1) :
    fractionalSpinEnergy n g = -(exchangeConst * slaterIntegral n) * spinFactor g := by
  unfold fractionalSpinEnergy lsdaExchange spinFactor
  rw [slaterIntegral_scale hn h0, slaterIntegral_scale hn (sub_nonneg.2 h1)]
  ring
```

## The spin factor at its midpoint and endpoints

At equal populations the two terms coincide:

f(1/2) = 2 · (1/2)^(4/3) = 2 · 2^(−4/3) = 2^(−1/3).

At full polarization one term is 0 and the other is 1, so f(0) = f(1) = 1. In the proof, `h1` turns the power of 1/2 into a negative power of 2, and `h2` absorbs the factor 2 into the exponent.

```lean
/-- The spin factor is `2^(-1/3)` at equal spin populations and `1` at full polarization of
either spin. -/
theorem spinFactor_values :
    spinFactor (1 / 2) = 2 ^ (-(1 / 3) : ℝ) ∧ spinFactor 0 = 1 ∧ spinFactor 1 = 1 := by
  have hz : (0 : ℝ) ^ (4 / 3 : ℝ) = 0 := Real.zero_rpow (by norm_num)
  refine ⟨?_, ?_, ?_⟩
  · have h1 : (1 / 2 : ℝ) ^ (4 / 3 : ℝ) = 2 ^ (-(4 / 3) : ℝ) := by
      rw [Real.rpow_neg (zero_le_two : (0 : ℝ) ≤ 2), one_div,
        Real.inv_rpow (zero_le_two : (0 : ℝ) ≤ 2)]
    have h2 : (2 : ℝ) ^ (-(1 / 3) : ℝ) = 2 ^ (-(4 / 3) : ℝ) * 2 := by
      rw [← Real.rpow_add_one (two_ne_zero : (2 : ℝ) ≠ 0)]
      congr 1
      norm_num
    unfold spinFactor
    rw [show (1 : ℝ) - 1 / 2 = 1 / 2 by norm_num, h1, h2]
    ring
  · rw [spinFactor, sub_zero, Real.one_rpow, hz, zero_add]
  · rw [spinFactor, sub_self, Real.one_rpow, hz, add_zero]
```

## Strict convexity puts the minimum at one half

Let h(x) = x^(4/3). For x > 0 its second derivative is (4/9) x^(−2/3), which is positive, and h is continuous at 0. Hence h is strictly convex on x ≥ 0. The midpoint of g and 1 − g is always 1/2, and the two points differ unless g = 1/2. For g ≠ 1/2, strict convexity gives

h(1/2) < (1/2) h(g) + (1/2) h(1 − g) = (1/2) f(g).

Multiplying by 2 and using f(1/2) = 2 h(1/2) gives f(1/2) < f(g).

Mathlib supplies the convexity as `strictConvexOn_rpow`, which is applied here at the points g and 1 − g with weights 1/2. The assumption `hg` shows that the points are distinct, and the last `linarith` performs the multiplication by 2.

```lean
/-- On `0 ≤ g ≤ 1` the spin factor is strictly smallest at `g = 1/2`. -/
theorem spinFactor_half_lt {g : ℝ} (h0 : 0 ≤ g) (h1 : g ≤ 1) (hg : g ≠ 1 / 2) :
    spinFactor (1 / 2) < spinFactor g := by
  -- strict convexity of x^(4/3) at the midpoint of g and 1 - g
  have h := (strictConvexOn_rpow (by norm_num : (1 : ℝ) < 4 / 3)).2
    (Set.mem_Ici.2 h0) (Set.mem_Ici.2 (sub_nonneg.2 h1))
    (fun h => hg (by linarith)) (by norm_num : (0 : ℝ) < 1 / 2)
    (by norm_num : (0 : ℝ) < 1 / 2) (by norm_num)
  simp only [smul_eq_mul] at h
  rw [show 1 / 2 * g + 1 / 2 * (1 - g) = 1 / 2 by ring] at h
  unfold spinFactor
  rw [show (1 : ℝ) - 1 / 2 = 1 / 2 by norm_num]
  linarith
```

## Equal populations give the highest exchange energy

Assume in addition that K[n] > 0. Since C > 0, the product C K[n] is positive. At full polarization f(1) = 1, so E(1) = −C K[n], and therefore

E(1/2) = −C K[n] · 2^(−1/3) = 2^(−1/3) E(1).

For any other g in [0, 1], multiplying f(1/2) < f(g) by the negative number −C K[n] reverses the inequality:

E(g) < E(1/2).

The exchange energy is negative, so "highest" means least negative: at equal populations about a fifth of the polarized exchange energy is missing.

The theorem states these two facts as a conjunction. Its hypotheses are `hn`, nonnegativity of the density, and `hK`, positivity of K[n]. The density need not be normalised or belong to a one-electron system, but the dependence on g is an error only where the exact energy is independent of g, as it is for the hydrogen atom. No separate integrability condition is needed, because Lean assigns the value 0 to the integral of a non-integrable function, and `hK` excludes that value. In the proof, `mul_lt_mul_of_pos_left` multiplies the inequality for f by the positive number C K[n], and `linarith` handles the change of sign.

```lean
/-- **Fractional-spin error of LSDA exchange.** For a nonnegative density with positive
4/3-power integral, the energy at `g = 1/2` is `2^(-1/3)` times the fully polarized one, and
it lies strictly above the energy at every other spin fraction in `[0, 1]`. -/
theorem fractional_spin_error {n : ℝ → ℝ} (hn : ∀ r, 0 < r → 0 ≤ n r)
    (hK : 0 < slaterIntegral n) :
    fractionalSpinEnergy n (1 / 2) = 2 ^ (-(1 / 3) : ℝ) * fractionalSpinEnergy n 1 ∧
    ∀ g, 0 ≤ g → g ≤ 1 → g ≠ 1 / 2 →
      fractionalSpinEnergy n g < fractionalSpinEnergy n (1 / 2) := by
  have hC : 0 < exchangeConst := by unfold exchangeConst; positivity
  have hhalf := fractionalSpinEnergy_eq hn (g := 1 / 2) (by norm_num) (by norm_num)
  constructor
  · rw [hhalf, fractionalSpinEnergy_eq hn zero_le_one le_rfl,
      spinFactor_values.1, spinFactor_values.2.2]
    ring
  · intro g h0 h1 hg
    rw [hhalf, fractionalSpinEnergy_eq hn h0 h1]
    -- the negative prefactor turns the minimum of the spin factor into a maximum
    have h := mul_lt_mul_of_pos_left (spinFactor_half_lt h0 h1 hg) (mul_pos hC hK)
    linarith
```

The comparison with exact theory concerns the total energy. For the hydrogen atom that energy is the same for every mixture of the two degenerate spin states, and at fixed density the exact exchange-correlation energy must then be independent of g as well. The theorem describes the exchange contribution to the LSDA violation of this condition, with the density held fixed. LSDA correlation also depends on g, and a self-consistent calculation would let the density relax; both effects change the size of the total error.

In electronic-structure practice the result bears on spin-restricted calculations of stretched H₂, where each distant atom carries half an electron of each spin: in this exchange-only, frozen-density model, each atom's exchange energy lies too high compared with the polarized atom.

The condition K[n] > 0 cannot be relaxed to K[n] ≥ 0. Take n(r) = 0 everywhere. This density is nonnegative and has K[n] = 0, and E(g) = 0 for every g. The ratio formula still holds as 0 = 0, but E(0) < E(1/2) is false, so the maximum is no longer unique.

## The polarized energy is recovered only at the endpoints

The midpoint comparison leaves open whether E(g) could equal the polarized value at some intermediate g. Because C K[n] > 0, the equation E(g) = E(1) is equivalent to f(g) = 1. If 0 < g < 1, then 1 − g also lies strictly between 0 and 1. Raising such a number to a power greater than 1 makes it smaller, so

g^(4/3) < g and (1 − g)^(4/3) < 1 − g.

Adding the two inequalities gives f(g) < 1, and hence E(g) > E(1). Equality therefore leaves only g = 0 and g = 1, and at both of these f = 1.

The formal statement is an equivalence for g in [0, 1], under the same two hypotheses on n. For the forward direction the proof assumes that g is neither 0 nor 1 and derives a contradiction. The inequalities `ha` and `hb` are the two displayed above, obtained from `Real.rpow_lt_rpow_of_exponent_gt`, and `hs` is their sum. The reverse direction inserts the endpoint values of the spin factor.

```lean
/-- For a nonnegative density with positive 4/3-power integral and `0 ≤ g ≤ 1`, LSDA exchange
reproduces the fully polarized energy exactly when all of the density has one spin. -/
theorem energy_eq_polarized_iff {n : ℝ → ℝ} (hn : ∀ r, 0 < r → 0 ≤ n r)
    (hK : 0 < slaterIntegral n) {g : ℝ} (h0 : 0 ≤ g) (h1 : g ≤ 1) :
    fractionalSpinEnergy n g = fractionalSpinEnergy n 1 ↔ g = 0 ∨ g = 1 := by
  have hC : 0 < exchangeConst := by unfold exchangeConst; positivity
  rw [fractionalSpinEnergy_eq hn h0 h1, fractionalSpinEnergy_eq hn zero_le_one le_rfl,
    spinFactor_values.2.2]
  constructor
  · intro h
    by_contra hne
    rw [not_or] at hne
    have hg0 : 0 < g := lt_of_le_of_ne h0 (Ne.symm hne.1)
    have hg1 : g < 1 := lt_of_le_of_ne h1 hne.2
    -- x^(4/3) < x for both spin fractions
    have ha := Real.rpow_lt_rpow_of_exponent_gt hg0 hg1 (by norm_num : (1 : ℝ) < 4 / 3)
    have hb := Real.rpow_lt_rpow_of_exponent_gt (sub_pos.2 hg1)
      (by linarith : 1 - g < 1) (by norm_num : (1 : ℝ) < 4 / 3)
    rw [Real.rpow_one] at ha hb
    have hs : spinFactor g < 1 := by unfold spinFactor; linarith
    have hm := mul_lt_mul_of_pos_left hs (mul_pos hC hK)
    linarith
  · rintro (rfl | rfl)
    · rw [spinFactor_values.2.1]
    · rw [spinFactor_values.2.2]
```

## The integral for the hydrogen density

For n(r) = exp(−2r)/π,

n(r)^(4/3) = exp(−8r/3) / π^(4/3),

and therefore

K[n] = (4π / π^(4/3)) ∫ r² exp(−8r/3) dr, over r > 0.

The remaining integral is of Gamma type. For a > 0 and b > 0,

∫ r^(a−1) exp(−b r) dr = (1/b)^a Γ(a), over r > 0.

With a = 3 and b = 8/3 it equals (3/8)³ · Γ(3) = (27/512) · 2 = 27/256. Since 4π / π^(4/3) = 4 / π^(1/3),

K[n] = (4 / π^(1/3)) · (27/256) = 27 / (64 π^(1/3)).

In Lean, `hI` brings the integrand into the Gamma form, with r² written as `r ^ ((3 : ℝ) - 1)`. The facts `hG`, `hp` and `hpi` give Γ(3) = 2, the value of (3/8)³ and the splitting π^(4/3) = π^(1/3) · π. The final lines evaluate the integral and compare the two fractions.

```lean
/-- For the hydrogen density the integral of `4 π r² n^(4/3)` is `27/(64 π^(1/3))`. -/
theorem slaterIntegral_hydrogen :
    slaterIntegral hydrogenDensity = 27 / (64 * π ^ (1 / 3 : ℝ)) := by
  have hI : slaterIntegral hydrogenDensity = ∫ r in Ioi (0 : ℝ),
      (4 * π / π ^ (4 / 3 : ℝ)) * (r ^ ((3 : ℝ) - 1) * Real.exp (-(8 / 3 * r))) := by
    refine setIntegral_congr_fun measurableSet_Ioi fun r _ => ?_
    show 4 * π * r ^ 2 * (Real.exp (-2 * r) / π) ^ (4 / 3 : ℝ) =
      (4 * π / π ^ (4 / 3 : ℝ)) * (r ^ ((3 : ℝ) - 1) * Real.exp (-(8 / 3 * r)))
    rw [Real.div_rpow (Real.exp_pos _).le Real.pi_pos.le, ← Real.exp_mul,
      show (3 : ℝ) - 1 = ((2 : ℕ) : ℝ) by norm_num, Real.rpow_natCast,
      show -2 * r * (4 / 3) = -(8 / 3 * r) by ring]
    ring
  have hG : Real.Gamma 3 = 2 := by
    rw [show (3 : ℝ) = ((2 : ℕ) : ℝ) + 1 by norm_num, Real.Gamma_nat_eq_factorial]
    norm_num [Nat.factorial]
  have hp : (1 / (8 / 3) : ℝ) ^ (3 : ℝ) = 27 / 512 := by
    rw [Real.rpow_ofNat]
    norm_num
  have hpi : π ^ (4 / 3 : ℝ) = π ^ (1 / 3 : ℝ) * π := by
    rw [← Real.rpow_add_one Real.pi_ne_zero]
    congr 1
    norm_num
  have hq : π ^ (1 / 3 : ℝ) ≠ 0 := (Real.rpow_pos_of_pos Real.pi_pos _).ne'
  -- the remaining radial integral is a Gamma integral
  rw [hI, integral_const_mul, Real.integral_rpow_mul_exp_neg_mul_Ioi
    (by norm_num : (0 : ℝ) < 3) (by norm_num : (0 : ℝ) < 8 / 3), hG, hp, hpi,
    div_mul_eq_mul_div, div_eq_div_iff (mul_ne_zero hq Real.pi_ne_zero)
    (mul_ne_zero (by norm_num) hq)]
  ring
```

## Hydrogen as an instance

The hydrogen density is positive at every r, and the value just found for K[n] is positive. Both hypotheses of the general theorem therefore hold, and with E(g) now evaluated for the hydrogen density,

E(1/2) = 2^(−1/3) E(1), and E(g) < E(1/2) for every other g in [0, 1].

The Lean proof applies `fractional_spin_error` and settles its two hypotheses with `positivity`, after rewriting K[n] by its computed value.

```lean
/-- For the hydrogen density, LSDA exchange at `g = 1/2` is `2^(-1/3)` times the fully
polarized value and lies strictly above the value at every other `g` in `[0, 1]`. -/
theorem hydrogen_fractional_spin_error :
    fractionalSpinEnergy hydrogenDensity (1 / 2) =
      2 ^ (-(1 / 3) : ℝ) * fractionalSpinEnergy hydrogenDensity 1 ∧
    ∀ g, 0 ≤ g → g ≤ 1 → g ≠ 1 / 2 →
      fractionalSpinEnergy hydrogenDensity g <
        fractionalSpinEnergy hydrogenDensity (1 / 2) := by
  refine fractional_spin_error (fun r _ => ?_) ?_
  · unfold hydrogenDensity
    positivity
  · rw [slaterIntegral_hydrogen]
    positivity

end

end FractionalSpinLSDA
```

```lean
#print axioms FractionalSpinLSDA.fractional_spin_error
#print axioms FractionalSpinLSDA.energy_eq_polarized_iff
#print axioms FractionalSpinLSDA.hydrogen_fractional_spin_error
```

```
'FractionalSpinLSDA.fractional_spin_error' depends on axioms: [propext, Classical.choice, Quot.sound]
'FractionalSpinLSDA.energy_eq_polarized_iff' depends on axioms: [propext, Classical.choice, Quot.sound]
'FractionalSpinLSDA.hydrogen_fractional_spin_error' depends on axioms: [propext, Classical.choice, Quot.sound]
```
